# The ground energy of a finite-dimensional Hamiltonian is its lowest energy level

A Hamiltonian on a finite, nonzero number of basis states is given as a Hermitian complex matrix, and its energy levels are the real numbers that occur as eigenvalues with a nonzero eigenvector, which need not be normalised. The ground energy is defined as the infimum of this set. The lemma says that this infimum is itself an energy level and that no level lies below it. The attempt shows that the set of levels is finite, because a matrix has only finitely many eigenvalues, and nonempty, because the spectral decomposition supplies at least one. A nonempty finite set of real numbers contains its infimum and is bounded below, which gives both parts of the claim.

This version doesn't compile in Lean 4 with Mathlib:

```lean
import Mathlib

open Matrix Filter Topology
open scoped ComplexOrder Pointwise

namespace GroundEnergyIsLeast

noncomputable section

variable {n : Type*} [Fintype n] [DecidableEq n]

/-- The energy levels of `A`: real eigenvalues that have a nonzero eigenvector. -/
def levels (A : Matrix n n ℂ) : Set ℝ :=
  {E | ∃ x : n → ℂ, x ≠ 0 ∧ A *ᵥ x = (E : ℂ) • x}

/-- The infimum of the energy levels. -/
def groundEnergy (A : Matrix n n ℂ) : ℝ := sInf (levels A)

/-- Each eigenvalue in the spectral decomposition of a Hermitian matrix is an energy level. -/
theorem eigenvalue_mem_levels {A : Matrix n n ℂ} (hA : A.IsHermitian) (i : n) :
    hA.eigenvalues i ∈ levels A := by
  refine ⟨(hA.eigenvectorBasis i).ofLp, ?_, ?_⟩
  · intro h
    apply hA.eigenvectorBasis.orthonormal.ne_zero i
    ext j
    exact congrFun h j
  · refine (hA.mulVec_eigenvectorBasis i).trans ?_
    ext j
    simp

/-- For a Hermitian matrix of nonzero size the ground energy is the smallest eigenvalue. -/
theorem groundEnergy_isLeast [Nonempty n] {A : Matrix n n ℂ} (hA : A.IsHermitian) :
    IsLeast (levels A) (groundEnergy A) := by
  -- a matrix has only finitely many eigenvalues
  have hfin : (levels A).Finite := by
    refine ((Module.End.finite_hasEigenvalue (Matrix.toLin' A)).preimage
      (f := fun r : ℝ => (r : ℂ)) Complex.ofReal_injective.injOn).subset ?_
    rintro E ⟨x, hx, hE⟩
    show (Matrix.toLin' A).HasEigenvalue (E : ℂ)
    exact Module.End.hasEigenvalue_of_hasEigenvector (x := x)
      ⟨Module.End.mem_eigenspace_iff.mpr (by rw [Matrix.toLin'_apply]; exact hE), hx⟩
  have hne : (levels A).Nonempty := ⟨_, eigenvalue_mem_levels hA (Classical.arbitrary n)⟩
  exact ⟨hne.csInf_mem hfin, fun E h => csInf_le hfin.bddBelow h⟩

end

end GroundEnergyIsLeast
```

The compiler's answer:

```
Main.lean:39:27: error(lean.invalidField): Invalid field `HasEigenvalue`: The environment does not contain `LinearMap.HasEigenvalue`, so it is not possible to project the field `HasEigenvalue` from an expression
  toLin' A
of type `(n → ℂ) →ₗ[ℂ] n → ℂ`
```

Diagnosis. The error is one of name lookup. In `(Matrix.toLin' A).HasEigenvalue`, Lean chooses the namespace for the field from the type of the expression before the dot. That type is shown as `(n → ℂ) →ₗ[ℂ] n → ℂ`, a linear map, so Lean looks for `LinearMap.HasEigenvalue`, which does not exist. The predicate is called `Module.End.HasEigenvalue`.

The linear map does go from a space to itself, and `Module.End ℂ (n → ℂ)` is by definition the type of such maps. But the type is written here as a linear map, and the dot notation does not turn it back into `Module.End` to find the field.

The diff writes the predicate's full name and passes `Matrix.toLin' A` as an ordinary argument. No field lookup is then needed, and Lean accepts the map as an endomorphism because the two types agree by definition. The statement meant by the `show` line is the same, and the rest of the proof is unchanged.

Fix (accepted with no message):

```diff
@@ -37,5 +37,5 @@
       (f := fun r : ℝ => (r : ℂ)) Complex.ofReal_injective.injOn).subset ?_
     rintro E ⟨x, hx, hE⟩
-    show (Matrix.toLin' A).HasEigenvalue (E : ℂ)
+    show Module.End.HasEigenvalue (Matrix.toLin' A) (E : ℂ)
     exact Module.End.hasEigenvalue_of_hasEigenvector (x := x)
       ⟨Module.End.mem_eigenspace_iff.mpr (by rw [Matrix.toLin'_apply]; exact hE), hx⟩
```
